# The difference of two orthogonal projectors on ℂⁿ is invertible exactly when their ranges are complementary

Take a two-level system with the non-orthogonal orbitals $(1,0)$ and $(1,1)/\sqrt2$, and try to write the vector $(0,1)$ as a part along the first plus a part along the second. Projecting orthogonally onto each orbital gives $(0,0)$ and $(\tfrac12,\tfrac12)$, whose sum is not $(0,1)$. The correct parts are $-(1,0)$ and $(1,1)$. For larger occupied spaces there may be no such splitting, or more than one.

Let $P$ and $Q$ be the one-particle density matrices of two Slater determinants in an orthonormal basis of $n$ spin orbitals, and $D=P-Q$. Every vector splits uniquely between the two occupied spaces if and only if $D$ is invertible. The part in the range of $P$ is then $\Pi x$, with

$$\Pi=(P-Q)^{-1}(1-Q).$$

The dimensions of the two spaces must add up to $n$. This happens, for instance, when $Q=1-R$ projects onto the virtual space of a determinant with density matrix $R$ and as many electrons as that of $P$. If the determinants belonging to $P$ and $R$ have a nonzero overlap, $\Pi$ is, up to index convention, their transition density matrix divided by the overlap, for single determinants in a finite basis; this identification is a remark and has no theorem below.

In Lean the basis is labelled by a finite type `n`, and `ran P` is the set of all vectors $Px$. The condition `IsCompl (ran P) (ran Q)` says that the two ranges share only the zero vector and together span the space.

```lean
import Mathlib

open Matrix

namespace ComplementaryRanges

variable {n : Type*} [Fintype n]

/-- The range of a matrix acting on column vectors; for a one-particle density matrix
this is the space spanned by the occupied orbitals. -/
def ran (P : Matrix n n ℂ) : Submodule ℂ (n → ℂ) := LinearMap.range P.mulVecLin
```

The step from this model to a calculation is the choice of basis: the matrices must refer to orthonormal orbitals, with occupations of 0 or 1. With overlapping atomic orbitals they have to be transformed first, and a closed-shell density matrix with occupations of 2 has to be halved.

## Idempotency: every natural orbital is full or empty

The condition $P^2=P$, in Lean `P * P = P`, says that the eigenvalues of a density matrix $P$, which are the occupations of its natural orbitals, are 0 or 1, as in a single determinant. The diagonal entries, which are the occupations of the basis orbitals, may lie in between. Idempotency makes the range recognisable: if $x=Py$, then $Px=P^2y=Py=x$, and if $Px=x$, then $x$ is plainly in the range.

```lean
/-- A vector lies in the range of an idempotent matrix exactly when the matrix
leaves it unchanged. -/
theorem mem_ran_iff {P : Matrix n n ℂ} (hP : P * P = P) (x : n → ℂ) :
    x ∈ ran P ↔ P *ᵥ x = x := by
  constructor
  · rintro ⟨y, rfl⟩
    rw [Matrix.mulVecLin_apply, Matrix.mulVec_mulVec, hP]
  · intro h
    exact ⟨x, by rw [Matrix.mulVecLin_apply, h]⟩
```

This gives one direction of the equivalence. Let $D$ be invertible. A vector $x$ in both ranges satisfies $Dx=Px-Qx=x-x=0$, so $x=0$. Any vector $y$ can be written with $z=D^{-1}y$ as

$$y=Dz=Pz+Q(-z),$$

a sum of one vector from each range. Hermiticity plays no part here. It enters through the next lemma, which serves the opposite direction: if $P$ is Hermitian and $Px=0$, then $x^\dagger Pa=(Px)^\dagger a=0$ for every $a$, so $x$ is orthogonal to the range of $P$. Lean writes $x^\dagger y$ as `star x ⬝ᵥ y`.

```lean
/-- A vector annihilated by a Hermitian matrix is orthogonal to the range of that matrix. -/
theorem orthogonal_of_mulVec_eq_zero {P : Matrix n n ℂ} (hP : P.IsHermitian)
    {x : n → ℂ} (hx : P *ᵥ x = 0) {y : n → ℂ} (hy : y ∈ ran P) :
    star x ⬝ᵥ y = 0 := by
  obtain ⟨a, rfl⟩ := hy
  have h := Matrix.star_mulVec P x
  rw [hP.eq, hx, star_zero] at h
  rw [Matrix.mulVecLin_apply, Matrix.dotProduct_mulVec, ← h, zero_dotProduct]
```

The theorem after it has two halves. The first multiplies $Dx=0$ by the inverse, and the second supplies $Pz$ and $Q(-z)$ explicitly.

```lean
variable [DecidableEq n]

/-- If the difference of two idempotent matrices is invertible, the whole space is the
direct sum of their ranges. -/
theorem isCompl_of_isUnit_sub {P Q : Matrix n n ℂ} (hP : P * P = P) (hQ : Q * Q = Q)
    (hD : IsUnit (P - Q)) : IsCompl (ran P) (ran Q) := by
  have hdet := (Matrix.isUnit_iff_isUnit_det _).mp hD
  constructor
  · -- a common vector is annihilated by P - Q
    rw [Submodule.disjoint_def]
    intro x hx hy
    rw [mem_ran_iff hP] at hx
    rw [mem_ran_iff hQ] at hy
    have h0 : (P - Q) *ᵥ x = 0 := by rw [Matrix.sub_mulVec, hx, hy, sub_self]
    calc x = ((P - Q)⁻¹ * (P - Q)) *ᵥ x := by
          rw [Matrix.nonsing_inv_mul _ hdet, Matrix.one_mulVec]
      _ = 0 := by rw [← Matrix.mulVec_mulVec, h0, Matrix.mulVec_zero]
  · -- every vector has the form (P - Q) z = P z + Q (-z)
    rw [codisjoint_iff, Submodule.eq_top_iff']
    intro y
    refine Submodule.mem_sup.mpr ⟨P *ᵥ ((P - Q)⁻¹ *ᵥ y), ⟨_, rfl⟩,
      Q *ᵥ (-((P - Q)⁻¹ *ᵥ y)), ⟨_, rfl⟩, ?_⟩
    rw [Matrix.mulVec_neg, ← sub_eq_add_neg, ← Matrix.sub_mulVec, Matrix.mulVec_mulVec,
      Matrix.mul_nonsing_inv _ hdet, Matrix.one_mulVec]
```

With fractional occupations this direction fails. For $n=1$, take $P=1$ and $Q=\tfrac12$. The difference $\tfrac12$ is invertible, yet both ranges are the whole space. So it is not enough that both matrices are Hermitian with occupations between 0 and 1.

## Hermiticity: the projections are orthogonal

A one-particle density matrix of a state is Hermitian, so an idempotent one projects orthogonally onto its occupied space. The converse direction uses this.

Let the ranges be complementary and let $Dx=0$. Then $Px=Qx$ lies in both ranges, so $Px=Qx=0$. By the lemma above, $x$ is orthogonal to both ranges. Since they span the space, $x=y+z$ with $y$ in the range of $P$ and $z$ in that of $Q$, and

$$x^\dagger x=x^\dagger y+x^\dagger z=0.$$

Hence $x=0$. A square matrix that annihilates only the zero vector is invertible.

The Lean proof argues by contradiction. If the determinant of $D$ were zero, `Matrix.exists_mulVec_eq_zero_iff` would give a nonzero $x$ with $Dx=0$. The facts `hPx` and `hQx` record $Px=Qx=0$, and `hself` records that $x$ is orthogonal to $y+z$.

```lean
/-- For Hermitian idempotent matrices `P` and `Q`, the difference `P - Q` is invertible
if and only if the whole space is the direct sum of their ranges. -/
theorem isUnit_sub_iff_isCompl {P Q : Matrix n n ℂ} (hP : P * P = P) (hQ : Q * Q = Q)
    (hPh : P.IsHermitian) (hQh : Q.IsHermitian) :
    IsUnit (P - Q) ↔ IsCompl (ran P) (ran Q) := by
  refine ⟨isCompl_of_isUnit_sub hP hQ, fun hc => ?_⟩
  rw [Matrix.isUnit_iff_isUnit_det, isUnit_iff_ne_zero]
  intro hdet
  obtain ⟨x, hx0, hx⟩ := Matrix.exists_mulVec_eq_zero_iff.mpr hdet
  rw [Matrix.sub_mulVec, sub_eq_zero] at hx
  -- P x = Q x lies in both ranges, hence vanishes
  have hPx : P *ᵥ x = 0 :=
    Submodule.disjoint_def.mp hc.disjoint _ ⟨x, rfl⟩ (by rw [hx]; exact ⟨x, rfl⟩)
  have hQx : Q *ᵥ x = 0 := by rw [← hx, hPx]
  -- x is orthogonal to both ranges, hence to itself
  have hxt : x ∈ ran P ⊔ ran Q := by
    rw [codisjoint_iff.mp hc.codisjoint]
    exact Submodule.mem_top
  obtain ⟨y, hy, z, hz, hyz⟩ := Submodule.mem_sup.mp hxt
  have hself : star x ⬝ᵥ (y + z) = 0 := by
    rw [dotProduct_add, orthogonal_of_mulVec_eq_zero hPh hPx hy,
      orthogonal_of_mulVec_eq_zero hQh hQx hz, add_zero]
  rw [hyz] at hself
  open scoped ComplexOrder in
  exact hx0 (dotProduct_star_self_eq_zero.mp (by rw [dotProduct_comm] at hself ⊢; exact hself))
```

## Invertibility: the splitting exists and is unique

Physically, invertibility of $D$ means that the two occupied spaces neither share an orbital nor leave a direction unreached. It also gives the formula for $\Pi$ its meaning.

```lean
/-- The matrix `(P - Q)⁻¹ (1 - Q)`. If `P - Q` is singular, Lean's inverse is zero and so is this
matrix. -/
noncomputable def obliqueProjector (P Q : Matrix n n ℂ) : Matrix n n ℂ :=
  (P - Q)⁻¹ * (1 - Q)
```

The properties of $\Pi$ follow from one identity. Since $P^2=P$ and $Q^2=Q$,

$$DP=P-QP,\qquad (1-Q)D=P-Q-QP+Q=P-QP,$$

so $DP=(1-Q)D$. Multiplying by $D^{-1}$ on both sides gives $\Pi=D^{-1}(1-Q)=PD^{-1}$. From this,

$$P\Pi=P^2D^{-1}=\Pi,\qquad \Pi P=D^{-1}(P-QP)=D^{-1}DP=P,$$

$$\Pi^2=\Pi PD^{-1}=PD^{-1}=\Pi.$$

- **Range.** If $\Pi x=x$, then $Px=P\Pi x=\Pi x=x$. If $Px=x$, then $\Pi x=\Pi Px=Px=x$. So $\Pi$ and $P$ have the same range.
- **Kernel.** If $\Pi x=0$, then $(1-Q)x=D\Pi x=0$, so $x=Qx$. If $Qx=x$, then $\Pi x=D^{-1}(1-Q)x=0$. So the kernel of $\Pi$ is the range of $Q$.

In the Lean proof `hcomm` is the identity, `hEF` is $\Pi=PD^{-1}$, and `hPE`, `hEP` and `hEE` are the three products. The theorem assumes idempotency and invertibility, and no Hermiticity.

```lean
/-- For idempotent `P` and `Q` with `P - Q` invertible, `(P - Q)⁻¹ (1 - Q)` is idempotent,
its range is that of `P`, and its kernel is the range of `Q`. -/
theorem obliqueProjector_spec {P Q : Matrix n n ℂ} (hP : P * P = P) (hQ : Q * Q = Q)
    (hD : IsUnit (P - Q)) :
    obliqueProjector P Q * obliqueProjector P Q = obliqueProjector P Q ∧
      ran (obliqueProjector P Q) = ran P ∧
      LinearMap.ker (obliqueProjector P Q).mulVecLin = ran Q := by
  have hdet := (Matrix.isUnit_iff_isUnit_det _).mp hD
  have h1 : (P - Q)⁻¹ * (P - Q) = 1 := Matrix.nonsing_inv_mul _ hdet
  have h2 : (P - Q) * (P - Q)⁻¹ = 1 := Matrix.mul_nonsing_inv _ hdet
  have hDE : (P - Q) * obliqueProjector P Q = 1 - Q := by
    rw [obliqueProjector, ← mul_assoc, h2, one_mul]
  -- the difference intertwines P with 1 - Q
  have hcomm : (P - Q) * P = (1 - Q) * (P - Q) := by
    rw [sub_mul, sub_mul, one_mul, mul_sub, hP, hQ]
    abel
  have hEF : obliqueProjector P Q = P * (P - Q)⁻¹ := by
    calc (P - Q)⁻¹ * (1 - Q) = (P - Q)⁻¹ * ((1 - Q) * (P - Q)) * (P - Q)⁻¹ := by
          rw [mul_assoc, mul_assoc, h2, mul_one]
      _ = P * (P - Q)⁻¹ := by rw [← hcomm, ← mul_assoc, h1, one_mul]
  have hPE : P * obliqueProjector P Q = obliqueProjector P Q := by
    rw [hEF, ← mul_assoc, hP]
  have hEP : obliqueProjector P Q * P = P := by
    have h3 : (1 - Q) * P = (P - Q) * P := by rw [sub_mul, sub_mul, one_mul, hP]
    rw [obliqueProjector, mul_assoc, h3, ← mul_assoc, h1, one_mul]
  have hEE : obliqueProjector P Q * obliqueProjector P Q = obliqueProjector P Q := by
    calc obliqueProjector P Q * obliqueProjector P Q
        = obliqueProjector P Q * (P * (P - Q)⁻¹) := by rw [← hEF]
      _ = P * (P - Q)⁻¹ := by rw [← mul_assoc, hEP]
      _ = obliqueProjector P Q := hEF.symm
  refine ⟨hEE, ?_, ?_⟩
  · ext x
    rw [mem_ran_iff hEE, mem_ran_iff hP]
    constructor
    · intro h
      rw [← h, Matrix.mulVec_mulVec, hPE]
    · intro h
      rw [← h, Matrix.mulVec_mulVec, hEP]
  · ext x
    rw [LinearMap.mem_ker, Matrix.mulVecLin_apply, mem_ran_iff hQ]
    constructor
    · intro h
      have h3 : (1 - Q) *ᵥ x = 0 := by
        rw [← hDE, ← Matrix.mulVec_mulVec, h, Matrix.mulVec_zero]
      rw [Matrix.sub_mulVec, Matrix.one_mulVec, sub_eq_zero] at h3
      exact h3.symm
    · intro h
      rw [obliqueProjector, ← Matrix.mulVec_mulVec, Matrix.sub_mulVec, Matrix.one_mulVec,
        h, sub_self, Matrix.mulVec_zero]
```

Without invertibility the target itself can disappear. For $n=1$ and $P=Q=1$, a matrix would need both its range and its kernel to be the whole space. Lean assigns the value zero to the inverse of a singular matrix, so the formula would return $0$, which has the wrong range.

For uniqueness, let $E$ be any idempotent with the range of $P$ and the range of $Q$ as kernel. The vector $x-\Pi x$ is annihilated by $\Pi$, hence lies in the range of $Q$, hence is annihilated by $E$. So $Ex=E\Pi x$. As $\Pi x$ lies in the range of $E$, we have $E\Pi x=\Pi x$, and therefore $E=\Pi$.

The next theorem states this as an equivalence for Hermitian idempotents with complementary ranges, and obtains invertibility from the criterion above. Its steps `a` and `b` are the two statements about $x-\Pi x$ and $\Pi x$.

```lean
/-- Let `P` and `Q` be Hermitian idempotents whose ranges are complementary. Then a matrix is
idempotent with range that of `P` and kernel the range of `Q` if and only if it equals
`(P - Q)⁻¹ (1 - Q)`. -/
theorem eq_obliqueProjector_iff {P Q : Matrix n n ℂ} (hP : P * P = P) (hQ : Q * Q = Q)
    (hPh : P.IsHermitian) (hQh : Q.IsHermitian) (hc : IsCompl (ran P) (ran Q))
    (E : Matrix n n ℂ) :
    (E * E = E ∧ ran E = ran P ∧ LinearMap.ker E.mulVecLin = ran Q) ↔
      E = obliqueProjector P Q := by
  obtain ⟨h1, h2, h3⟩ :=
    obliqueProjector_spec hP hQ ((isUnit_sub_iff_isCompl hP hQ hPh hQh).mpr hc)
  constructor
  · rintro ⟨e1, e2, e3⟩
    apply Matrix.toLin'.injective
    refine LinearMap.ext fun x => ?_
    rw [Matrix.toLin'_apply, Matrix.toLin'_apply]
    -- split x into its component in ran P and its component in ran Q
    have a : x - obliqueProjector P Q *ᵥ x ∈ LinearMap.ker E.mulVecLin := by
      rw [e3, ← h3, LinearMap.mem_ker, Matrix.mulVecLin_apply, Matrix.mulVec_sub,
        Matrix.mulVec_mulVec, h1, sub_self]
    have b : obliqueProjector P Q *ᵥ x ∈ ran E := by
      rw [e2, ← h2]
      exact ⟨x, rfl⟩
    rw [LinearMap.mem_ker, Matrix.mulVecLin_apply, Matrix.mulVec_sub, sub_eq_zero] at a
    rw [mem_ran_iff e1] at b
    exact a.trans b
  · rintro rfl
    exact ⟨h1, h2, h3⟩
```

## Complementary ranges with a singular difference

Without Hermiticity, complementary ranges no longer force $D$ to be invertible. Consider

$$P=\begin{pmatrix}1&1\\0&0\end{pmatrix},\qquad Q=\begin{pmatrix}0&0\\1&1\end{pmatrix}.$$

Both are idempotent, and their ranges are the two coordinate axes. But both annihilate $(1,-1)$, so $D$ is singular. The vector $(1,-1)$ is orthogonal to neither range, which is where the earlier argument breaks.

The Lean proof checks the matrix entries, splits $(y_0,y_1)$ into $(y_0,0)$ and $(0,y_1)$, and computes the determinant.

```lean
/-- The matrix with rows `(1, 1)` and `(0, 0)` and the matrix with rows `(0, 0)` and `(1, 1)` are
idempotent and have complementary ranges, but their difference is not invertible. -/
theorem hermiticity_needed :
    let P : Matrix (Fin 2) (Fin 2) ℂ := !![1, 1; 0, 0]
    let Q : Matrix (Fin 2) (Fin 2) ℂ := !![0, 0; 1, 1]
    P * P = P ∧ Q * Q = Q ∧ IsCompl (ran P) (ran Q) ∧ ¬ IsUnit (P - Q) := by
  intro P Q
  have hP : P * P = P := by
    ext i j
    fin_cases i <;> fin_cases j <;> simp [P, Matrix.mul_apply, Fin.sum_univ_succ]
  have hQ : Q * Q = Q := by
    ext i j
    fin_cases i <;> fin_cases j <;> simp [Q, Matrix.mul_apply, Fin.sum_univ_succ]
  refine ⟨hP, hQ, ⟨?_, ?_⟩, ?_⟩
  · rw [Submodule.disjoint_def]
    intro x hx hy
    have a := (congrFun ((mem_ran_iff hP x).mp hx) 1).symm
    have b := (congrFun ((mem_ran_iff hQ x).mp hy) 0).symm
    have a' : x 1 = 0 := by simpa [P, Matrix.mulVec, dotProduct, Fin.sum_univ_succ] using a
    have b' : x 0 = 0 := by simpa [Q, Matrix.mulVec, dotProduct, Fin.sum_univ_succ] using b
    ext i
    fin_cases i
    · exact b'
    · exact a'
  · rw [codisjoint_iff, Submodule.eq_top_iff']
    intro y
    refine Submodule.mem_sup.mpr ⟨![y 0, 0], (mem_ran_iff hP _).mpr ?_,
      ![0, y 1], (mem_ran_iff hQ _).mpr ?_, ?_⟩
    · ext i
      fin_cases i <;> simp [P, Matrix.mulVec, dotProduct, Fin.sum_univ_succ]
    · ext i
      fin_cases i <;> simp [Q, Matrix.mulVec, dotProduct, Fin.sum_univ_succ]
    · ext i
      fin_cases i <;> simp
  · rw [Matrix.isUnit_iff_isUnit_det, Matrix.det_fin_two]
    simp [P, Q]
```

This pair shows that idempotency of both matrices does not suffice. Hermiticity of only one of them does not either: take $P=\begin{pmatrix}1&0\\0&0\end{pmatrix}$ and $Q=\begin{pmatrix}1&0\\1&0\end{pmatrix}$, which both annihilate $(0,1)$ although their ranges are complementary.

## Two orbitals at 45 degrees

For the orbitals of the opening example all the hypotheses are satisfied, and

$$\Pi=\begin{pmatrix}1&-1\\0&0\end{pmatrix}.$$

It sends $(0,1)$ to $-(1,0)$, the part found at the start, and it annihilates $(1,1)$. It is not Hermitian, although $P$ and $Q$ are: the projection runs along the second orbital and not at right angles to the first. The proof gives the inverse of $D$ explicitly, as `hinv`, and multiplies out.

```lean
/-- The projectors onto the orbitals `(1, 0)` and `(1, 1)/√2` are Hermitian idempotents with
invertible difference, and their oblique projector has rows `(1, -1)` and `(0, 0)`. -/
theorem obliqueProjector_witness :
    let P : Matrix (Fin 2) (Fin 2) ℂ := !![1, 0; 0, 0]
    let Q : Matrix (Fin 2) (Fin 2) ℂ := !![1/2, 1/2; 1/2, 1/2]
    P * P = P ∧ Q * Q = Q ∧ P.IsHermitian ∧ Q.IsHermitian ∧ IsUnit (P - Q) ∧
      obliqueProjector P Q = !![1, -1; 0, 0] := by
  intro P Q
  have hinv : (P - Q) * !![1, -1; -1, -1] = 1 := by
    ext i j
    fin_cases i <;> fin_cases j <;>
      norm_num [P, Q, Matrix.mul_apply, Fin.sum_univ_succ]
  refine ⟨?_, ?_, ?_, ?_, ?_, ?_⟩
  · ext i j
    fin_cases i <;> fin_cases j <;> simp [P, Matrix.mul_apply, Fin.sum_univ_succ]
  · ext i j
    fin_cases i <;> fin_cases j <;> norm_num [Q, Matrix.mul_apply, Fin.sum_univ_succ]
  · refine Matrix.IsHermitian.ext fun i j => ?_
    fin_cases i <;> fin_cases j <;> simp [P]
  · refine Matrix.IsHermitian.ext fun i j => ?_
    fin_cases i <;> fin_cases j <;> simp [Q]
  · rw [Matrix.isUnit_iff_isUnit_det, isUnit_iff_ne_zero, Matrix.det_fin_two]
    norm_num [P, Q]
  · rw [obliqueProjector, Matrix.inv_eq_right_inv hinv, Matrix.one_fin_two]
    ext i j
    fin_cases i <;> fin_cases j <;>
      norm_num [Q, Matrix.mul_apply, Fin.sum_univ_succ]

end ComplementaryRanges
```

```lean
#print axioms ComplementaryRanges.isCompl_of_isUnit_sub
#print axioms ComplementaryRanges.eq_obliqueProjector_iff
#print axioms ComplementaryRanges.hermiticity_needed
```

```
'ComplementaryRanges.isCompl_of_isUnit_sub' depends on axioms: [propext, Classical.choice, Quot.sound]
'ComplementaryRanges.eq_obliqueProjector_iff' depends on axioms: [propext, Classical.choice, Quot.sound]
'ComplementaryRanges.hermiticity_needed' depends on axioms: [propext, Classical.choice, Quot.sound]
```
